# Inverting the gradient along the descending modes makes a nondegenerate quadratic saddle attracting

Let \(x\) be the displacement from a stationary point in a finite-dimensional real inner product space, \(H\) the symmetric Hessian there, and \(P\) an orthogonal projector that commutes with \(H\), with \(H\) negative definite on the range of \(P\) and positive definite on its kernel. The inverted Hessian is \(G=(1-2P)H\), and the flow considered is \(\dot x=-Gx\), in which the gradient \(Hx\) has its sign reversed along the range of \(P\).

```lean
import Mathlib

open Filter Topology
open scoped InnerProductSpace

namespace GradientInversion

noncomputable section

variable {E : Type*} [NormedAddCommGroup E] [InnerProductSpace ℝ E]

/-- `P` is an orthogonal projector that commutes with the Hessian `H`. -/
structure IsCommutingProjector (H P : E →L[ℝ] E) : Prop where
  idem : ∀ x, P (P x) = P x
  symm : ∀ x y, ⟪P x, y⟫_ℝ = ⟪x, P y⟫_ℝ
  comm : ∀ x, P (H x) = H (P x)

/-- The Hessian `H` is negative definite on the range of `P` and positive definite on its
kernel. -/
structure IsSaddle (H P : E →L[ℝ] E) : Prop where
  neg : ∀ x, P x = x → x ≠ 0 → ⟪x, H x⟫_ℝ < 0
  pos : ∀ x, P x = 0 → x ≠ 0 → 0 < ⟪x, H x⟫_ℝ

/-- The Hessian with the gradient inverted along the range of `P`: `(1 - 2P) H`. -/
def invertedHessian (H P : E →L[ℝ] E) : E →L[ℝ] E := (1 - (2 : ℝ) • P) * H

/-- The curvature of the inverted problem is the curvature of `H` in the kernel of `P` minus
the curvature of `H` in the range of `P`. -/
theorem curvature_split {H P : E →L[ℝ] E} (hP : IsCommutingProjector H P) (x : E) :
    ⟪x, invertedHessian H P x⟫_ℝ
      = ⟪x - P x, H (x - P x)⟫_ℝ - ⟪P x, H (P x)⟫_ℝ := by
  have hG : invertedHessian H P x = H x - (2 : ℝ) • P (H x) := rfl
  -- the cross terms vanish because `P` commutes with `H`
  have h1 : ⟪P x, H x⟫_ℝ = ⟪P x, H (P x)⟫_ℝ := by
    rw [← hP.comm x, ← hP.symm (P x) (H x), hP.idem]
  have h2 : ⟪x, H (P x)⟫_ℝ = ⟪P x, H x⟫_ℝ := by
    rw [← hP.comm x, ← hP.symm]
  rw [hG, hP.comm, map_sub, inner_sub_right, real_inner_smul_right, inner_sub_left,
    inner_sub_right, inner_sub_right]
  linarith

/-- The inverted Hessian is positive definite exactly when `H` is negative definite on the
range of `P` and positive definite on its kernel. -/
theorem inverted_posDef_iff {H P : E →L[ℝ] E} (hP : IsCommutingProjector H P) :
    (∀ x, x ≠ 0 → 0 < ⟪x, invertedHessian H P x⟫_ℝ) ↔ IsSaddle H P := by
  constructor
  · intro h
    refine ⟨fun x hx h0 => ?_, fun x hx h0 => ?_⟩
    · have h1 := h x h0
      rw [curvature_split hP, hx, sub_self, inner_zero_left] at h1
      linarith
    · have h1 := h x h0
      rw [curvature_split hP, hx, sub_zero, inner_zero_left, sub_zero] at h1
      exact h1
  · intro hS x h0
    rw [curvature_split hP]
    by_cases hp : P x = 0
    · rw [hp, sub_zero, inner_zero_left, sub_zero]
      exact hS.pos x hp h0
    · have h1 := hS.neg (P x) (hP.idem x) hp
      by_cases hq : x - P x = 0
      · rw [hq, inner_zero_left]
        linarith
      · have h2 := hS.pos (x - P x) (by rw [map_sub, hP.idem, sub_self]) hq
        linarith

/-- In finite dimension the curvature of a positive definite operator has a positive lower bound:
`⟨x, A x⟩ ≥ g ‖x‖ ^ 2` for all `x`, with some `g > 0`. -/
theorem exists_gap [FiniteDimensional ℝ E] (A : E →L[ℝ] E)
    (hA : ∀ x, x ≠ 0 → 0 < ⟪x, A x⟫_ℝ) :
    ∃ g : ℝ, 0 < g ∧ ∀ x, g * ‖x‖ ^ 2 ≤ ⟪x, A x⟫_ℝ := by
  rcases subsingleton_or_nontrivial E with hE | hE
  · refine ⟨1, one_pos, fun x => ?_⟩
    rw [Subsingleton.elim x 0]
    simp
  · have : ProperSpace E := FiniteDimensional.proper_real E
    have hc : Continuous fun x : E => ⟪x, A x⟫_ℝ := continuous_id.inner A.continuous
    -- the curvature attains its minimum on the unit sphere
    obtain ⟨u, hu, hmin⟩ := (isCompact_sphere (0 : E) 1).exists_isMinOn
      (NormedSpace.sphere_nonempty.mpr zero_le_one) hc.continuousOn
    have hu1 : ‖u‖ = 1 := mem_sphere_zero_iff_norm.mp hu
    have hu0 : u ≠ 0 := by
      intro h
      rw [h, norm_zero] at hu1
      exact zero_ne_one hu1
    refine ⟨⟪u, A u⟫_ℝ, hA u hu0, fun x => ?_⟩
    by_cases hx : x = 0
    · simp [hx]
    have hn : 0 < ‖x‖ := norm_pos_iff.mpr hx
    have hy : ‖x‖⁻¹ • x ∈ Metric.sphere (0 : E) 1 := by
      rw [mem_sphere_zero_iff_norm, norm_smul, norm_inv, norm_norm]
      exact inv_mul_cancel₀ hn.ne'
    have h1 : ⟪u, A u⟫_ℝ ≤ ⟪‖x‖⁻¹ • x, A (‖x‖⁻¹ • x)⟫_ℝ := isMinOn_iff.mp hmin _ hy
    rw [map_smul, real_inner_smul_left, real_inner_smul_right] at h1
    calc ⟪u, A u⟫_ℝ * ‖x‖ ^ 2
        ≤ (‖x‖⁻¹ * (‖x‖⁻¹ * ⟪x, A x⟫_ℝ)) * ‖x‖ ^ 2 :=
          mul_le_mul_of_nonneg_right h1 (sq_nonneg _)
      _ = ⟪x, A x⟫_ℝ := by field_simp

/-- If the rate of change of a quantity is at every time at most `k` times the quantity, then for `t
≥ 0` its value at `t` is at most `exp (k t)` times its value at `0`. -/
theorem exponential_bound {f f' : ℝ → ℝ} {k : ℝ} (hf : ∀ t, HasDerivAt f (f' t) t)
    (hk : ∀ t, f' t ≤ k * f t) {t : ℝ} (ht : 0 ≤ t) : f t ≤ Real.exp (k * t) * f 0 := by
  have hF : ∀ s, HasDerivAt (fun r => Real.exp (-k * r) * f r)
      (Real.exp (-k * s) * (f' s - k * f s)) s := by
    intro s
    have h0 : HasDerivAt (fun r : ℝ => -k * r) (-k) s :=
      ((hasDerivAt_id s).const_mul (-k)).congr_deriv (mul_one _)
    exact (h0.exp.fun_mul (hf s)).congr_deriv (by ring)
  -- the rescaled quantity never increases
  have hanti : Antitone fun r => Real.exp (-k * r) * f r := by
    refine antitone_of_deriv_nonpos (fun s => (hF s).differentiableAt) fun s => ?_
    rw [(hF s).deriv]
    exact mul_nonpos_of_nonneg_of_nonpos (Real.exp_pos _).le (by linarith [hk s])
  have hle : Real.exp (-k * t) * f t ≤ f 0 := by simpa using hanti ht
  calc f t = Real.exp (k * t) * (Real.exp (-k * t) * f t) := by
        rw [← mul_assoc, ← Real.exp_add]
        simp
    _ ≤ Real.exp (k * t) * f 0 := mul_le_mul_of_nonneg_left hle (Real.exp_pos _).le

/-- If the curvature of `A` is at least `g`, every solution of `x' = -A x` obeys
`‖x t‖ ≤ exp (-g t) ‖x 0‖` for `t ≥ 0`. -/
theorem flow_decay {A : E →L[ℝ] E} {g : ℝ} (hg : ∀ x, g * ‖x‖ ^ 2 ≤ ⟪x, A x⟫_ℝ)
    {x : ℝ → E} (hx : ∀ t, HasDerivAt x (-(A (x t))) t) {t : ℝ} (ht : 0 ≤ t) :
    ‖x t‖ ≤ Real.exp (-g * t) * ‖x 0‖ := by
  have hk : ∀ s, 2 * ⟪x s, -(A (x s))⟫_ℝ ≤ -(2 * g) * ‖x s‖ ^ 2 := by
    intro s
    rw [inner_neg_right]
    linarith [hg (x s)]
  have h : ‖x t‖ ^ 2 ≤ Real.exp (-(2 * g) * t) * ‖x 0‖ ^ 2 :=
    exponential_bound (f := fun s => ‖x s‖ ^ 2) (f' := fun s => 2 * ⟪x s, -(A (x s))⟫_ℝ)
      (fun s => (hx s).norm_sq) hk ht
  have he : Real.exp (-(2 * g) * t) = Real.exp (-g * t) ^ 2 := by
    rw [sq, ← Real.exp_add]
    congr 1
    ring
  rw [he, ← mul_pow] at h
  exact (pow_le_pow_iff_left₀ (norm_nonneg _) (by positivity) two_ne_zero).mp h

/-- In finite dimension, let `H` be symmetric and `P` an orthogonal projector that commutes with
`H`, with `H` negative definite on the range of `P` and positive definite on its kernel. Then `(1 -
2P) H` is symmetric and positive definite, and every solution of `x' = -(1 - 2P) H x` tends to zero.
-/
theorem saddle_attracting [FiniteDimensional ℝ E] {H P : E →L[ℝ] E}
    (hH : ∀ x y, ⟪H x, y⟫_ℝ = ⟪x, H y⟫_ℝ) (hP : IsCommutingProjector H P)
    (hS : IsSaddle H P) :
    (∀ x y, ⟪invertedHessian H P x, y⟫_ℝ = ⟪x, invertedHessian H P y⟫_ℝ) ∧
    (∀ x, x ≠ 0 → 0 < ⟪x, invertedHessian H P x⟫_ℝ) ∧
    ∀ x : ℝ → E, (∀ t, HasDerivAt x (-(invertedHessian H P (x t))) t) →
      Tendsto x atTop (𝓝 0) := by
  have hpos := (inverted_posDef_iff hP).mpr hS
  refine ⟨fun x y => ?_, hpos, fun x hx => ?_⟩
  · have hG : ∀ z, invertedHessian H P z = H z - (2 : ℝ) • P (H z) := fun _ => rfl
    rw [hG, hG, inner_sub_left, inner_sub_right, real_inner_smul_left,
      real_inner_smul_right, hP.symm, hH, hH, hP.comm y]
  · obtain ⟨g, hg, hgap⟩ := exists_gap _ hpos
    have h1 : Tendsto (fun t : ℝ => Real.exp (-g * t)) atTop (𝓝 0) :=
      Real.tendsto_exp_atBot.comp
        (Filter.Tendsto.const_mul_atTop_of_neg (neg_lt_zero.mpr hg) tendsto_id)
    have h2 : Tendsto (fun t : ℝ => Real.exp (-g * t) * ‖x 0‖) atTop (𝓝 0) := by
      have h3 := h1.mul_const ‖x 0‖
      rwa [zero_mul] at h3
    refine squeeze_zero_norm' ?_ h2
    filter_upwards [eventually_ge_atTop (0 : ℝ)] with t ht
    exact flow_decay hgap hx ht

/-- In finite dimension, let `P` be an orthogonal projector that commutes with `H`, with `H`
negative definite on the range of `P` and positive definite on its kernel. Along a solution of `x' =
-H x`, a nonzero initial component in the range of `P` grows without bound. -/
theorem plain_flow_escapes [FiniteDimensional ℝ E] {H P : E →L[ℝ] E}
    (hP : IsCommutingProjector H P) (hS : IsSaddle H P) {x : ℝ → E}
    (hx : ∀ t, HasDerivAt x (-(H (x t))) t) (h0 : P (x 0) ≠ 0) :
    Tendsto (fun t => ‖P (x t)‖) atTop atTop := by
  obtain ⟨g, hg, hgap⟩ := exists_gap _ ((inverted_posDef_iff hP).mpr hS)
  have hd : ∀ s, HasDerivAt (fun r => P (x r)) (P (-(H (x s)))) s :=
    fun s => P.hasFDerivAt.comp_hasDerivAt s (hx s)
  have hk : ∀ s, -(2 * ⟪P (x s), P (-(H (x s)))⟫_ℝ) ≤ 2 * g * -(‖P (x s)‖ ^ 2) := by
    intro s
    have h1 := hgap (P (x s))
    rw [curvature_split hP, hP.idem, sub_self, inner_zero_left] at h1
    rw [map_neg, hP.comm, inner_neg_right]
    linarith
  have hlow : ∀ t, 0 ≤ t → Real.exp (g * t) * ‖P (x 0)‖ ≤ ‖P (x t)‖ := by
    intro t ht
    have h : -(‖P (x t)‖ ^ 2) ≤ Real.exp (2 * g * t) * -(‖P (x 0)‖ ^ 2) :=
      exponential_bound (f := fun s => -(‖P (x s)‖ ^ 2))
        (f' := fun s => -(2 * ⟪P (x s), P (-(H (x s)))⟫_ℝ))
        (fun s => (hd s).norm_sq.fun_neg) hk ht
    have he : Real.exp (2 * g * t) = Real.exp (g * t) ^ 2 := by
      rw [sq, ← Real.exp_add]
      congr 1
      ring
    rw [he] at h
    refine (pow_le_pow_iff_left₀ (by positivity) (norm_nonneg _) two_ne_zero).mp ?_
    rw [mul_pow]
    linarith
  have hexp : Tendsto (fun t : ℝ => Real.exp (g * t) * ‖P (x 0)‖) atTop atTop :=
    (Real.tendsto_exp_atTop.comp (tendsto_id.const_mul_atTop hg)).atTop_mul_const
      (norm_pos_iff.mpr h0)
  refine tendsto_atTop_mono' atTop ?_ hexp
  filter_upwards [eventually_ge_atTop (0 : ℝ)] with t ht
  exact hlow t ht

/-- The map `x ↦ ⟨u, x⟩ u`, which for a unit vector `u` projects onto the mode `u`. -/
def modeProjector (u : E) : E →L[ℝ] E := (innerSL ℝ u).smulRight u

/-- In the plane, with `P` the projector on the first axis, the Hessian `1 - 3P` is symmetric,
commutes with `P` and has a saddle descending along that axis. -/
theorem saddle_witness :
    let P := modeProjector (EuclideanSpace.single (0 : Fin 2) (1 : ℝ))
    let H := 1 - (3 : ℝ) • P
    (∀ x y, ⟪H x, y⟫_ℝ = ⟪x, H y⟫_ℝ) ∧ IsCommutingProjector H P ∧ IsSaddle H P := by
  have hu : ⟪EuclideanSpace.single (0 : Fin 2) (1 : ℝ),
      EuclideanSpace.single (0 : Fin 2) (1 : ℝ)⟫_ℝ = 1 := by
    rw [real_inner_self_eq_norm_sq]
    simp
  generalize EuclideanSpace.single (0 : Fin 2) (1 : ℝ) = u at hu ⊢
  intro P H
  have hPx : ∀ x, P x = ⟪u, x⟫_ℝ • u := fun _ => rfl
  have hHx : ∀ x, H x = x - (3 : ℝ) • P x := fun _ => rfl
  have hsym : ∀ x y, ⟪P x, y⟫_ℝ = ⟪x, P y⟫_ℝ := by
    intro x y
    rw [hPx, hPx, real_inner_smul_left, real_inner_smul_right, real_inner_comm u x]
    ring
  have hidem : ∀ x, P (P x) = P x := by
    intro x
    rw [hPx (P x), hPx x, real_inner_smul_right, hu, mul_one]
  refine ⟨fun x y => ?_, ⟨hidem, hsym, fun x => ?_⟩, ⟨fun x hx h0 => ?_, fun x hx h0 => ?_⟩⟩
  · rw [hHx, hHx, inner_sub_left, inner_sub_right, real_inner_smul_left,
      real_inner_smul_right, hsym]
  · rw [hHx, hHx, map_sub, map_smul]
  · have hn : 0 < ‖x‖ := norm_pos_iff.mpr h0
    have hn2 : 0 < ‖x‖ ^ 2 := by positivity
    rw [hHx, hx, inner_sub_right, real_inner_smul_right, real_inner_self_eq_norm_sq]
    linarith
  · have hn : 0 < ‖x‖ := norm_pos_iff.mpr h0
    rw [hHx, hx, smul_zero, sub_zero, real_inner_self_eq_norm_sq]
    positivity

end

end GradientInversion
```

```lean
#print axioms GradientInversion.saddle_attracting
#print axioms GradientInversion.plain_flow_escapes
```

```
'GradientInversion.saddle_attracting' depends on axioms: [propext, Classical.choice, Quot.sound]
'GradientInversion.plain_flow_escapes' depends on axioms: [propext, Classical.choice, Quot.sound]
```

## Positive definiteness, decay and escape

The main theorem, `saddle_attracting`, has three conclusions: \(G\) is symmetric, \(\langle x,Gx\rangle>0\) for every \(x\neq0\), and every solution of \(\dot x=-Gx\) tends to zero as \(t\to\infty\).

`inverted_posDef_iff` adds a converse. For a commuting projector, \(G\) is positive definite exactly when \(H\) is negative definite on the range of \(P\) and positive definite on its kernel, so inverting the wrong set of modes spoils positive definiteness. `plain_flow_escapes` treats the ordinary flow \(\dot x=-Hx\) at the same point: if \(Px(0)\neq0\), then \(\|Px(t)\|\) grows without bound.

In Lean, `H` and `P` are continuous linear maps of type `E →L[ℝ] E`. `IsCommutingProjector` holds the relations \(P^2=P\), \(P^T=P\) and \(PH=HP\), and `IsSaddle` holds the two sign conditions. A solution is a function `x : ℝ → E` with the prescribed derivative at every real time; the theorems speak about all such functions and do not assert that one exists. The word "saddle" is used broadly: \(P=0\) gives a minimum and \(P=1\) a maximum.

## An excited SCF solution as a stationary point

An excited SCF solution is often a saddle of the energy as a function of the orbital rotations, and plain descent started near it then moves away unless the initial displacement has no component along the descending modes (in the quadratic model). The theorem shows that reversing the gradient along the descending modes removes this instability in the quadratic model \(\tfrac12\langle x,Hx\rangle\), with a fixed projector that is known in advance.

The strict signs in `IsSaddle` stand for a nondegenerate stationary point. Zero modes, such as redundant orbital rotations, have to be removed first. Anharmonic terms, the size of the basin of attraction, finite step lengths and the search for the descending modes are not covered.

The hypotheses are satisfiable: `saddle_witness` takes the plane, \(P\) the projector on the first axis and \(H=1-3P\), with curvatures \(-2\) and \(1\). Here \(G=1+P\), with curvatures \(2\) and \(1\).

## The curvature splits into two parts

Write \(p=Px\) and \(q=x-Px\), so that \(Pp=p\) and \(Pq=0\). The cross terms vanish:

\[
\langle p,Hq\rangle=\langle Pp,Hq\rangle=\langle p,HPq\rangle=0,\qquad
\langle q,Hp\rangle=\langle q,PHp\rangle=\langle Pq,Hp\rangle=0 .
\]

Hence \(\langle x,Hx\rangle=\langle p,Hp\rangle+\langle q,Hq\rangle\) and \(\langle x,PHx\rangle=\langle p,Hx\rangle=\langle p,Hp\rangle\), which gives

\[
\langle x,Gx\rangle=\langle x,Hx\rangle-2\langle x,PHx\rangle=\langle q,Hq\rangle-\langle p,Hp\rangle .
\]

This is `curvature_split`; its steps `h1` and `h2` carry the commutation argument, and `linarith` collects the terms.

If \(x\neq0\), at least one of \(p\) and \(q\) is nonzero. Under the saddle condition each nonzero part contributes a positive amount, so \(G\) is positive definite. Conversely, putting \(x=p\) or \(x=q\) in the formula returns the two sign conditions. The case splits in `inverted_posDef_iff` follow this argument.

Symmetry of \(G\) follows from \((PH)^T=HP=PH\). This is the only conclusion for which `saddle_attracting` uses the symmetry of \(H\).

## From a lowest curvature to exponential decay

On the unit sphere, which is compact in finite dimension, \(\langle x,Gx\rangle\) attains a minimum \(g>0\). Scaling \(x\) to unit length gives \(\langle x,Gx\rangle\ge g\|x\|^2\) for all \(x\). This is `exists_gap`, which treats the zero-dimensional space separately because its unit sphere is empty.

Along a solution,

\[
\frac{d}{dt}\|x\|^2=-2\langle x,Gx\rangle\le-2g\|x\|^2 ,
\]

so \(e^{2gt}\|x(t)\|^2\) never increases. For \(t\ge0\), taking square roots gives

\[
\|x(t)\|\le e^{-gt}\|x(0)\| ,
\]

and the right-hand side tends to zero. `exponential_bound` integrates such a differential inequality for a general rate \(k\), `flow_decay` applies it with \(k=-2g\), and `saddle_attracting` finishes by squeezing the norm.

For the ordinary flow, \(p=Px\) obeys \(\dot p=-PHx=-Hp\). Since \(\langle p,Gp\rangle=-\langle p,Hp\rangle\),

\[
\frac{d}{dt}\|p\|^2=-2\langle p,Hp\rangle=2\langle p,Gp\rangle\ge2g\|p\|^2 ,
\]

and therefore \(\|p(t)\|\ge e^{gt}\|p(0)\|\) for \(t\ge0\). The Lean proof applies `exponential_bound` to \(-\|p\|^2\), which turns the lower bound into an upper one.

## A missed mode and a projector that does not commute

Suppose that positivity on the kernel is dropped. With \(H=\mathrm{diag}(-2,-1)\) and \(P=\mathrm{diag}(1,0)\), one descending mode is missed: \(G=\mathrm{diag}(2,-1)\), and the solution \((0,e^t)\) runs away.

Dropping commutation does a different kind of damage. For the same \(P\) and

\[
H=\begin{pmatrix}-1&1\\1&1\end{pmatrix},\qquad
G=\begin{pmatrix}1&-1\\1&1\end{pmatrix},
\]

\(G\) is no longer symmetric, although \(\langle x,Gx\rangle=\|x\|^2\) and the flow still decays. This is not special to the example: for symmetric \(H\) the cross terms enter \(\langle x,Gx\rangle\) as \(\langle q,Hp\rangle-\langle p,Hq\rangle=0\), so under the two sign conditions the splitting of the curvature, its positivity and the decay hold without commutation. The Lean theorems assume commutation and do not state this case.

## The projector computed from the Hessian

Another model would assume only that \(H\) is symmetric and invertible, and define \(P\) as the projector on the span of its eigenvectors with negative eigenvalues. Commutation and the saddle condition would then be consequences. Under the hypotheses of `saddle_attracting`, \(P\) is necessarily this same projector, and \(G\) is \(|H|\), the operator that sends each eigenvector of \(H\) to itself times the absolute value of its eigenvalue. Keeping \(P\) as separate data allows the converse to speak about a wrongly chosen set of modes.
